# Two configurations at energies ±x with coupling v > 0 both keep at least 10% ground-state weight exactly when |x| ≤ 4v/3

**Q:** Suppose I use two references wherever the configuration energies, \(x\) and \(-x\), satisfy \(|x|\le 1\) in some energy unit. What goes wrong?

**A:** The cutoff ignores the coupling \(v\), the Hamiltonian matrix element between the configurations. At \(x=1\), the smaller ground-state weight is about 15% for \(v=1\) but only 0.25% for \(v=0.1\). To fix a minimum weight \(p\), the cutoff must scale with \(v\).

**Q:** Derive it by hand, without assuming the ground-state energy.

**A:** Let \(c_0,c_1\) be the amplitudes, \(w_i=|c_i|^2\) with \(w_0+w_1=1\), and \(E=\sqrt{x^2+v^2}\). Since \(v>0\), \(E>|x|\), so \(E+x>0\). The energy is
\[
\langle H\rangle=x(w_0-w_1)+2v\,\mathrm{Re}(c_0^*c_1).
\]
Because \((E+x)(E-x)=v^2\),
\[
\begin{aligned}
(E+x)(\langle H\rangle+E)
&=(E+x)^2w_0+v^2w_1+2v(E+x)\mathrm{Re}(c_0^*c_1)\\
&=|(E+x)c_0+vc_1|^2\ge0.
\end{aligned}
\]
So \(\langle H\rangle\ge -E\), and the normalized vector \((-v,\,E+x)/\sqrt{v^2+(E+x)^2}\) reaches the bound. In any ground state the square therefore vanishes, which gives
\[
(E+x)^2w_0=v^2w_1=(E+x)(E-x)(1-w_0).
\]
Dividing by \(E+x\) gives \(2Ew_0=E-x\), hence
\[
w_0=\tfrac12(1-x/E),\qquad w_1=\tfrac12(1+x/E).
\]
The smaller weight is \((1-|x|/E)/2\), so both reach \(p\) exactly when \(|x|\le(1-2p)E\). For \(0<p\le1/2\), squaring gives \(4p(1-p)x^2\le(1-2p)^2v^2\), that is,
\[
|x|\le\frac{v(1-2p)}{2\sqrt{p(1-p)}}.
\]
At \(p=0.1\) the right side is \(0.8v/0.6=4v/3\).

**Q:** Does the formal Hamiltonian describe that system?

**A:** Yes, in an orthonormal basis, with the mean configuration energy set to zero. Thus \(x\) is half the configuration energy difference. The matrix acts on complex amplitudes.

In Lean 4 with Mathlib:

```lean
import Mathlib

open Matrix

namespace TwoReferenceWindow

noncomputable section

/-- The Hamiltonian of two configurations with energies `x` and `-x` and coupling `v`. -/
def hamiltonian (x v : ℝ) : Matrix (Fin 2) (Fin 2) ℂ :=
  !![(x : ℂ), (v : ℂ); (v : ℂ), -(x : ℂ)]
```

**Q:** Are the weights or the ground-state energy put in by definition?

**A:** No. `weight` is a squared modulus, `energy` is the expectation value for a normalized state, and `IsGroundState` requires normalization and minimal energy among all normalized states.

```lean
/-- The weight of configuration `i` in the state `c`: the squared modulus of its amplitude. -/
def weight (c : Fin 2 → ℂ) (i : Fin 2) : ℝ := Complex.normSq (c i)

/-- The energy expectation value of a state `c`, meant for normalized `c`. -/
def energy (x v : ℝ) (c : Fin 2 → ℂ) : ℝ := (star c ⬝ᵥ (hamiltonian x v *ᵥ c)).re

/-- A ground state is a normalized state of minimal energy among all normalized states. -/
def IsGroundState (x v : ℝ) (c : Fin 2 → ℂ) : Prop :=
  weight c 0 + weight c 1 = 1 ∧
    ∀ d : Fin 2 → ℂ, weight d 0 + weight d 1 = 1 → energy x v c ≤ energy x v d
```

The next definitions name \(E\), the proposed cutoff and the explicit vector. They assert nothing about the ground state yet.

```lean
/-- The energy scale `√(x² + v²)` of the coupled pair. -/
def halfGap (x v : ℝ) : ℝ := √(x ^ 2 + v ^ 2)

/-- For `v > 0` and `0 < p ≤ 1/2`, the largest `|x|` at which both ground-state weights are at least
`p`. For `v > 0` and `1/2 < p < 1` the value is negative, so no `x` qualifies. -/
def window (v p : ℝ) : ℝ := v * (1 - 2 * p) / (2 * √(p * (1 - p)))

/-- An explicit normalized state of lowest energy, for `v ≠ 0`. -/
def groundVector (x v : ℝ) : Fin 2 → ℂ :=
  ![((-v / √(v ^ 2 + (halfGap x v + x) ^ 2) : ℝ) : ℂ),
    (((halfGap x v + x) / √(v ^ 2 + (halfGap x v + x) ^ 2) : ℝ) : ℂ)]
```

**Q:** Where does the completed square enter?

**A:** `energy_eq` expands the expectation value, and `energy_gap` is the square identity. Its `linear_combination` step uses \(E^2=x^2+v^2\), multiplied by \(w_1\). The first two lemmas supply that relation and \(E>|x|\).

```lean
/-- The square of the energy scale is `x² + v²`. -/
theorem halfGap_sq (x v : ℝ) : halfGap x v ^ 2 = x ^ 2 + v ^ 2 :=
  Real.sq_sqrt (by positivity)

/-- With a coupling `v > 0`, the energy scale exceeds `|x|`. -/
theorem abs_lt_halfGap (x : ℝ) {v : ℝ} (hv : 0 < v) : |x| < halfGap x v := by
  have h : x ^ 2 < halfGap x v ^ 2 := by
    rw [halfGap_sq]
    linarith [pow_pos hv 2]
  exact abs_lt_of_sq_lt_sq h (Real.sqrt_nonneg _)

/-- The energy is the weighted configuration energies plus an interference term. -/
theorem energy_eq (x v : ℝ) (c : Fin 2 → ℂ) :
    energy x v c = x * (weight c 0 - weight c 1)
      + 2 * v * ((c 0).re * (c 1).re + (c 0).im * (c 1).im) := by
  simp [energy, hamiltonian, weight, Matrix.mulVec, dotProduct, Fin.sum_univ_two,
    Complex.normSq_apply]
  ring

/-- Completing the square: for normalized `c`, the energy measured from `-√(x² + v²)`, times
`√(x² + v²) + x`, is a squared modulus. -/
theorem energy_gap (x v : ℝ) (c : Fin 2 → ℂ) :
    (halfGap x v + x) * (energy x v c + halfGap x v * (weight c 0 + weight c 1))
      = Complex.normSq (((halfGap x v + x : ℝ) : ℂ) * c 0 + (v : ℂ) * c 1) := by
  rw [energy_eq]
  simp only [weight, Complex.normSq_apply, Complex.add_re, Complex.add_im, Complex.mul_re,
    Complex.mul_im, Complex.ofReal_re, Complex.ofReal_im]
  linear_combination ((c 1).re ^ 2 + (c 1).im ^ 2) * halfGap_sq x v
```

**Q:** Could the result be vacuous because no ground state exists?

**A:** `groundVector_isGroundState` excludes that for \(v>0\). In it, `hz` makes the square vanish for the explicit vector, and nonnegativity of the square bounds every other energy.

```lean
/-- For `v > 0` the explicit vector is a ground state, and its energy is `-√(x² + v²)`. -/
theorem groundVector_isGroundState (x : ℝ) {v : ℝ} (hv : 0 < v) :
    IsGroundState x v (groundVector x v) ∧ energy x v (groundVector x v) = -halfGap x v := by
  have hpos : 0 < halfGap x v + x := by linarith [neg_abs_le x, abs_lt_halfGap x hv]
  have hN : 0 < v ^ 2 + (halfGap x v + x) ^ 2 := by positivity
  have hn : weight (groundVector x v) 0 + weight (groundVector x v) 1 = 1 := by
    simp only [weight, groundVector, Matrix.cons_val_zero, Matrix.cons_val_one,
      Complex.normSq_ofReal]
    rw [div_mul_div_comm, div_mul_div_comm, Real.mul_self_sqrt hN.le, ← add_div,
      div_eq_one_iff_eq hN.ne']
    ring
  -- the completed square vanishes for this vector
  have hz : ((halfGap x v + x : ℝ) : ℂ) * groundVector x v 0
      + (v : ℂ) * groundVector x v 1 = 0 := by
    simp only [groundVector, Matrix.cons_val_zero, Matrix.cons_val_one]
    push_cast
    ring
  have hgap := energy_gap x v (groundVector x v)
  rw [hz, hn, map_zero] at hgap
  have hen := (mul_eq_zero.mp hgap).resolve_left hpos.ne'
  refine ⟨⟨hn, fun d hd => ?_⟩, by linarith⟩
  -- and it bounds every other energy from below
  have h := Complex.normSq_nonneg (((halfGap x v + x : ℝ) : ℂ) * d 0 + (v : ℂ) * d 1)
  rw [← energy_gap, hd] at h
  linarith [(mul_nonneg_iff_of_pos_left hpos).mp h]
```

**Q:** And if I choose a different ground state?

**A:** The weights are the same. `groundState_weights` takes an arbitrary one, compares its energy with \(-E\), and forces the square to zero. Then `hw` relates the weights, and `key` is \(2Ew_0=E-x\).

Nonzero coupling matters here: at \(x=v=0\) every normalized state is a ground state, so the weights are undetermined.

```lean
/-- For `v > 0` the weights in any ground state are `(1 ∓ x/√(x² + v²))/2`. -/
theorem groundState_weights {x v : ℝ} (hv : 0 < v) {c : Fin 2 → ℂ}
    (hc : IsGroundState x v c) :
    weight c 0 = (1 - x / halfGap x v) / 2 ∧ weight c 1 = (1 + x / halfGap x v) / 2 := by
  obtain ⟨hn, hmin⟩ := hc
  obtain ⟨⟨hgn, _⟩, hge⟩ := groundVector_isGroundState x hv
  have hle := hmin _ hgn
  rw [hge] at hle
  have hlt := abs_lt_halfGap x hv
  have hE0 : 0 < halfGap x v := (abs_nonneg x).trans_lt hlt
  have hpos : 0 < halfGap x v + x := by linarith [neg_abs_le x]
  -- minimal energy forces the completed square to vanish
  have hz : ((halfGap x v + x : ℝ) : ℂ) * c 0 + (v : ℂ) * c 1 = 0 := by
    apply Complex.normSq_eq_zero.mp
    apply le_antisymm _ (Complex.normSq_nonneg _)
    rw [← energy_gap, hn]
    exact mul_nonpos_of_nonneg_of_nonpos hpos.le (by linarith)
  have hw : (halfGap x v + x) ^ 2 * weight c 0 = v ^ 2 * weight c 1 := by
    have h := congrArg Complex.normSq (eq_neg_of_add_eq_zero_left hz)
    simp only [Complex.normSq_neg, Complex.normSq_mul, Complex.normSq_ofReal] at h
    unfold weight
    linear_combination h
  have key : 2 * halfGap x v * weight c 0 = halfGap x v - x := by
    apply mul_left_cancel₀ hpos.ne'
    linear_combination hw + v ^ 2 * hn - (1 - weight c 0) * halfGap_sq x v
  have h0 : weight c 0 = (1 - x / halfGap x v) / 2 := by
    apply mul_left_cancel₀ hE0.ne'
    linear_combination key / 2 + div_mul_cancel₀ x hE0.ne' / 2
  exact ⟨h0, by linear_combination hn - h0⟩
```

**Q:** The theorem allows \(0<p<1\). Doesn't squaring fail above one half?

**A:** Squaring alone would. At \(p=0.9\) the squared inequality still accepts \(|x|\le4v/3\), although two weights summing to one cannot both be 0.9. In each direction `hnn` recovers \(1-2p\ge0\) from the unsquared inequality, so for \(p>1/2\) both sides of the equivalence are false. At \(p=1/2\) the window shrinks to \(x=0\), with equal weights.

`hweights` is the condition \(|x|\le(1-2p)E\); `e1` and `e2` compute the squares.

```lean
/-- For `v > 0` and `0 < p < 1`, both weights in a ground state are at least `p` exactly when
`|x| ≤ v(1 - 2p)/(2√(p(1 - p)))`. -/
theorem both_weights_iff {x v p : ℝ} (hv : 0 < v) (hp : 0 < p) (hp1 : p < 1)
    {c : Fin 2 → ℂ} (hc : IsGroundState x v c) :
    (p ≤ weight c 0 ∧ p ≤ weight c 1) ↔ |x| ≤ window v p := by
  obtain ⟨h0, h1⟩ := groundState_weights hv hc
  have hE0 : 0 < halfGap x v := (abs_nonneg x).trans_lt (abs_lt_halfGap x hv)
  have hd : |x| / halfGap x v = |x / halfGap x v| := by rw [abs_div, abs_of_pos hE0]
  have hweights : (p ≤ weight c 0 ∧ p ≤ weight c 1) ↔ |x| ≤ (1 - 2 * p) * halfGap x v := by
    rw [h0, h1, ← div_le_iff₀ hE0, hd, abs_le]
    constructor <;> rintro ⟨h, h'⟩ <;> constructor <;> linarith
  have hq : 0 < p * (1 - p) := mul_pos hp (by linarith)
  have hs0 : 0 < √(p * (1 - p)) := Real.sqrt_pos.mpr hq
  have e1 : (|x| * (2 * √(p * (1 - p)))) ^ 2 = x ^ 2 * (4 * (p * (1 - p))) := by
    rw [mul_pow, sq_abs, mul_pow, Real.sq_sqrt hq.le]
    ring
  have e2 : ((1 - 2 * p) * halfGap x v) ^ 2 = (1 - 2 * p) ^ 2 * (x ^ 2 + v ^ 2) := by
    rw [mul_pow, halfGap_sq]
  rw [hweights, window, le_div_iff₀ (by positivity)]
  -- the squared inequalities are equivalent, and each side forces `1 - 2p ≥ 0`
  constructor
  · intro h
    have hnn := (mul_nonneg_iff_of_pos_right hE0).mp ((abs_nonneg x).trans h)
    have hsq := pow_le_pow_left₀ (abs_nonneg x) h 2
    rw [sq_abs, e2] at hsq
    refine (le_abs_self _).trans (abs_le_of_sq_le_sq ?_ (mul_nonneg hv.le hnn))
    rw [e1]
    linarith
  · intro h
    have hl : 0 ≤ |x| * (2 * √(p * (1 - p))) := by positivity
    have hnn := (mul_nonneg_iff_of_pos_left hv).mp (hl.trans h)
    have hsq := pow_le_pow_left₀ hl h 2
    rw [e1] at hsq
    refine abs_le_of_sq_le_sq ?_ (mul_nonneg hnn hE0.le)
    rw [e2]
    linarith
```

The 10% case follows by substitution.

```lean
/-- For `v > 0`, both weights in a ground state are at least one tenth exactly when
`|x| ≤ 4v/3`. -/
theorem ten_percent_iff {x v : ℝ} (hv : 0 < v) {c : Fin 2 → ℂ} (hc : IsGroundState x v c) :
    (1 / 10 ≤ weight c 0 ∧ 1 / 10 ≤ weight c 1) ↔ |x| ≤ 4 * v / 3 := by
  have hwin : window v (1 / 10) = 4 * v / 3 := by
    rw [window, show (1 / 10 : ℝ) * (1 - 1 / 10) = (3 / 10) ^ 2 by norm_num,
      Real.sqrt_sq (by norm_num)]
    ring
  rw [both_weights_iff hv (by norm_num) (by norm_num) hc, hwin]
```

**Q:** What does this say about a reaction path?

**A:** In this two-configuration model with constant coupling and a linear crossing \(x=k(q-q_0)\), \(k>0\), it locates where both references carry weight at least \(p\): a closed interval centred at \(q_0\), with half-width `window v p / k` when \(p\le1/2\), and empty otherwise. The proof substitutes \(x\) and divides by \(k\).

The threshold \(p\) is your criterion for needing two references; the theorem does not bound the error of a single-reference calculation. Further configurations, or a coupling that varies with \(q\), would need a different path model.

```lean
/-- Along a path with `x = k(q - q₀)`, `k > 0`, and constant coupling `v > 0`, both ground-state
weights are at least `p`, `0 < p < 1`, exactly for `q₀ - w/k ≤ q ≤ q₀ + w/k` with
`w = window v p`. -/
theorem reaction_path_window {k q q₀ v p : ℝ} (hk : 0 < k) (hv : 0 < v) (hp : 0 < p)
    (hp1 : p < 1) {c : Fin 2 → ℂ} (hc : IsGroundState (k * (q - q₀)) v c) :
    (p ≤ weight c 0 ∧ p ≤ weight c 1) ↔
      q ∈ Set.Icc (q₀ - window v p / k) (q₀ + window v p / k) := by
  rw [both_weights_iff hv hp hp1 hc, abs_mul, abs_of_pos hk, mul_comm k, ← le_div_iff₀ hk,
    abs_le, Set.mem_Icc]
  constructor <;> rintro ⟨h, h'⟩ <;> constructor <;> linarith

end

end TwoReferenceWindow
```

```lean
#print axioms TwoReferenceWindow.both_weights_iff
-- 'TwoReferenceWindow.both_weights_iff' depends on axioms: [propext, Classical.choice, Quot.sound]
#print axioms TwoReferenceWindow.ten_percent_iff
-- 'TwoReferenceWindow.ten_percent_iff' depends on axioms: [propext, Classical.choice, Quot.sound]
#print axioms TwoReferenceWindow.reaction_path_window
-- 'TwoReferenceWindow.reaction_path_window' depends on axioms: [propext, Classical.choice, Quot.sound]
```
